# Every complex square matrix is a linear combination of four unitaries

## Applying a Hermitian matrix with one ancilla qubit

To apply a non-unitary matrix to a state on a quantum computer, one can write it as a sum of unitaries, apply these under the control of an ancilla, and keep only the runs in which the ancilla gives the right outcome. Take a Hermitian matrix \(A\) of the form \(A=\tfrac12(U+U^\dagger)\) with \(U\) unitary, and a normalised state \(|\psi\rangle\). Prepare the ancilla in \((|0\rangle+|1\rangle)/\sqrt2\), apply \(U\) if it is in \(|0\rangle\) and \(U^\dagger\) if it is in \(|1\rangle\), then apply a Hadamard gate to it. The result is

\[
|0\rangle\,\tfrac12(U+U^\dagger)|\psi\rangle+|1\rangle\,\tfrac12(U-U^\dagger)|\psi\rangle .
\]

Outcome 0 has probability \(\|A\psi\|^2\). When it occurs, it leaves the normalised state \(A|\psi\rangle/\|A\psi\|\).

The step needs a suitable \(U\). For finite matrices, one exists exactly when the eigenvalues of \(A\) lie in \([-1,1]\). A general square matrix can be treated through its two Hermitian parts, after rescaling.

## The statements and their Lean form

Let \(A\) be Hermitian with eigenvalues \(\lambda_i\).

1. If \(|\lambda_i|\le1\) for all \(i\), then \(U=A+i\sqrt{1-A^2}\) is unitary and \(A=\tfrac12(U+U^\dagger)\). This is `hermitian_eq_half_sum`, with `lcuUnitary hA` for \(U\).
2. For \(r\ge0\), all \(|\lambda_i|\le r\) if and only if \(A=\tfrac r2(U+U^\dagger)\) for some unitary \(U\). This is `eigenvalues_bounded_iff`.
3. Every complex square matrix \(M\) equals \(\tfrac r2\bigl(U+U^\dagger+i(V+V^\dagger)\bigr)\) for some \(r\ge0\) and unitary \(U,V\). This is `matrix_eq_two_unitaries_and_adjoints`.
4. Hence \(M=\sum_k c_kW_k\) with four complex coefficients \(c_k\) and four unitaries \(W_k\), where \(k=0,\dots,3\). This is `matrix_eq_sum_four_unitaries`.

In Lean, an operator is a `Matrix n n ℂ` over a finite index type `n`, which labels an orthonormal basis; for \(q\) qubits it has \(2^q\) elements. The adjoint is `Aᴴ`, the hypothesis `hA : A.IsHermitian` says \(A^\dagger=A\), and `hA.eigenvalues i` is the real number \(\lambda_i\). Membership in `unitaryGroup n ℂ` means that a matrix is unitary.

The theorems do not treat operators on infinite-dimensional spaces. They give no gate count for \(U\), and the four unitaries need not be distinct.

## The unitary built from the eigenvalues

Let \(V_A\) be the unitary matrix whose columns are orthonormal eigenvectors of \(A\). For a function \(f\) from the reals to the complex numbers, define

\[
f(A)=V_A\,\mathrm{diag}(f(\lambda_i))\,V_A^\dagger .
\]

The function \(f(x)=x\) gives \(A\) itself. Linear relations between functions on the spectrum carry over to the matrices, and \(f(A)^\dagger=\bar f(A)\), where the bar denotes complex conjugation. If \(|f(\lambda_i)|=1\) for all \(i\), then

\[
f(A)f(A)^\dagger=V_A\,\mathrm{diag}(|f(\lambda_i)|^2)\,V_A^\dagger=V_AV_A^\dagger=1,
\]

so \(f(A)\) is unitary.

Now take \(\varphi(x)=x+i\sqrt{1-x^2}\). For \(|x|\le1\),

\[
|\varphi(x)|^2=x^2+(1-x^2)=1,\qquad \varphi(x)+\overline{\varphi(x)}=2x .
\]

Therefore \(U=\varphi(A)=A+i\sqrt{1-A^2}\) is unitary when all \(|\lambda_i|\le1\), and

\[
\tfrac12(U+U^\dagger)=V_A\,\mathrm{diag}\bigl(\tfrac12(\varphi(\lambda_i)+\overline{\varphi(\lambda_i)})\bigr)V_A^\dagger
=V_A\,\mathrm{diag}(\lambda_i)V_A^\dagger=A .
\]

For a bound \(r>0\), use the function \(x\mapsto\varphi(x/r)\) instead. The eigenvalues of \(\tfrac r2(U+U^\dagger)\) are then \(\tfrac r2\cdot2\lambda_i/r=\lambda_i\). If \(r=0\), all eigenvalues vanish, so \(A=0\) and any unitary will do.

## A unitary average has a bounded spectrum

Conversely, let \(A=\tfrac r2(U+U^\dagger)\) with \(U\) unitary and \(r\ge0\). Write \(w=(V_A^\dagger UV_A)_{ii}\) for a diagonal entry of \(U\) in the eigenbasis of \(A\). Then

\[
\lambda_i=(V_A^\dagger AV_A)_{ii}=\tfrac r2(w+\bar w)=r\,\mathrm{Re}\,w .
\]

The matrix \(V_A^\dagger UV_A\) is unitary, so the squared moduli in each of its rows add up to one. Hence \(|w|\le1\) and \(|\lambda_i|\le r\).

## Two Hermitian parts give four unitaries

For any square \(M\), set

\[
H=\tfrac12(M+M^\dagger),\qquad K=-\tfrac i2(M-M^\dagger).
\]

Clearly \(H^\dagger=H\), and \(K^\dagger=\tfrac i2(M^\dagger-M)=K\). Moreover,

\[
H+iK=\tfrac12(M+M^\dagger)+\tfrac12(M-M^\dagger)=M .
\]

Let \(r\) be the sum of the absolute values of all eigenvalues of \(H\) and of \(K\). It bounds both spectra, so \(H=\tfrac r2(U+U^\dagger)\) and \(K=\tfrac r2(V+V^\dagger)\) for some unitary \(U\) and \(V\). Substitution gives

\[
M=\tfrac r2U+\tfrac r2U^\dagger+\tfrac{ir}2V+\tfrac{ir}2V^\dagger .
\]

## The step in code, and the choice of scale

For a matrix small enough to diagonalise, the construction takes two lines of NumPy:

```python
lam, S = np.linalg.eigh(A)
U = (S * (lam/r + 1j*np.sqrt(1 - (lam/r)**2))) @ S.conj().T
```

Here `r` is positive and bounds the eigenvalues. If `r` is a tight bound that was not computed from `lam` itself, rounding errors in `lam` can make the argument of the root slightly negative, so `lam/r` should then be clipped to \([-1,1]\) first. A many-qubit Hamiltonian given as a sum of Pauli strings is already a linear combination of unitaries and needs no diagonalisation.

The scale matters in a circuit. The moduli of the four coefficients add up to \(2r\), so the standard circuit for such a sum produces \(M|\psi\rangle/(2r)\) in the successful branch, with probability \(\|M\psi\|^2/(4r^2)\). The sum of absolute eigenvalues is convenient for the proof, but the largest absolute eigenvalue of \(H\) and \(K\) also serves as \(r\) and generally gives a higher probability.

## Two unitaries by polar decomposition

The same construction, applied to the positive factor of \(M\), brings the number down to two. Write \(M=WP\) with \(W\) unitary and \(P\) positive semidefinite, and let \(r\) bound the eigenvalues of \(P\), which are the singular values of \(M\). Then \(P=\tfrac r2(U+U^\dagger)\), and so \(M=\tfrac r2(WU+WU^\dagger)\). The file below stops at four and does not contain this argument.

## The complete Lean source

```lean
import Mathlib

open Matrix

namespace LinearCombinationOfUnitaries

noncomputable section

variable {n : Type*} [Fintype n] [DecidableEq n] {A : Matrix n n ℂ}

local notation "V[" hA "]" => Subtype.val (Matrix.IsHermitian.eigenvectorUnitary hA)

/-- The function `f` of a Hermitian matrix: `f` acts on the eigenvalues in the eigenbasis. -/
def spectralFn (hA : A.IsHermitian) (f : ℝ → ℂ) : Matrix n n ℂ :=
  V[hA] * diagonal (fun i => f (hA.eigenvalues i)) * V[hA]ᴴ

/-- The complex number `x + i √(1 - x²)`, for `x` in `[-1, 1]`. -/
def phase (x : ℝ) : ℂ := x + Complex.I * (√(1 - x ^ 2) : ℝ)

/-- The matrix `A + i √(1 - A²)`, for a Hermitian `A` with eigenvalues in `[-1, 1]`. -/
def lcuUnitary (hA : A.IsHermitian) : Matrix n n ℂ :=
  A + Complex.I • spectralFn hA (fun x => ((√(1 - x ^ 2) : ℝ) : ℂ))

/-- The adjoint of a unitary matrix is unitary. -/
private theorem adjoint_mem {U : Matrix n n ℂ} (h : U ∈ unitaryGroup n ℂ) :
    Uᴴ ∈ unitaryGroup n ℂ := by
  rw [mem_unitaryGroup_iff, star_eq_conjTranspose, conjTranspose_conjTranspose]
  exact mem_unitaryGroup_iff'.mp h

/-- Spectral decomposition: the identity function of a Hermitian matrix is the matrix itself. -/
theorem spectralFn_id (hA : A.IsHermitian) : spectralFn hA (fun x => (x : ℂ)) = A := by
  have h := hA.spectral_theorem
  rw [Unitary.conjStarAlgAut_apply] at h
  exact h.symm

/-- If `h = a f + b g` on the spectrum, the same relation holds between the matrix functions. -/
theorem spectralFn_linear (hA : A.IsHermitian) {f g h : ℝ → ℂ} {a b : ℂ}
    (H : ∀ i, h (hA.eigenvalues i) = a * f (hA.eigenvalues i) + b * g (hA.eigenvalues i)) :
    spectralFn hA h = a • spectralFn hA f + b • spectralFn hA g := by
  have hd : diagonal (fun i => h (hA.eigenvalues i)) =
      a • diagonal (fun i => f (hA.eigenvalues i)) +
        b • diagonal (fun i => g (hA.eigenvalues i)) := by
    ext i j
    by_cases hij : i = j
    · subst hij
      simp [H]
    · simp [hij]
  unfold spectralFn
  rw [hd]
  simp only [Matrix.mul_add, Matrix.add_mul, Matrix.mul_smul, Matrix.smul_mul]

/-- The adjoint of a function of a Hermitian matrix is the complex conjugate function of it. -/
theorem spectralFn_adjoint (hA : A.IsHermitian) (f : ℝ → ℂ) :
    (spectralFn hA f)ᴴ = spectralFn hA (fun x => star (f x)) := by
  have hd : (diagonal (fun i => f (hA.eigenvalues i)))ᴴ =
      diagonal (fun i => star (f (hA.eigenvalues i))) := diagonal_conjTranspose _
  unfold spectralFn
  rw [conjTranspose_mul, conjTranspose_mul, conjTranspose_conjTranspose, hd, Matrix.mul_assoc]

/-- A function of modulus one on the spectrum of a Hermitian matrix gives a unitary matrix. -/
theorem spectralFn_unitary (hA : A.IsHermitian) {f : ℝ → ℂ}
    (hf : ∀ i, ‖f (hA.eigenvalues i)‖ = 1) : spectralFn hA f ∈ unitaryGroup n ℂ := by
  have hs : star (diagonal (fun i => f (hA.eigenvalues i))) =
      diagonal (fun i => star (f (hA.eigenvalues i))) := diagonal_conjTranspose _
  have hd : diagonal (fun i => f (hA.eigenvalues i)) ∈ unitaryGroup n ℂ := by
    rw [mem_unitaryGroup_iff, hs, diagonal_mul_diagonal, ← diagonal_one]
    congr 1
    funext i
    have h := Complex.mul_conj (f (hA.eigenvalues i))
    rw [Complex.normSq_eq_norm_sq, hf i] at h
    simpa using h
  have hV := hA.eigenvectorUnitary.2
  exact mul_mem (mul_mem hV hd) (adjoint_mem hV)

/-- For `x` in `[-1, 1]` the number `x + i √(1 - x²)` lies on the unit circle. -/
theorem norm_phase {x : ℝ} (hx : |x| ≤ 1) : ‖phase x‖ = 1 := by
  have h0 : 0 ≤ 1 - x ^ 2 := sub_nonneg.mpr ((sq_le_one_iff_abs_le_one x).mpr hx)
  have hre : (phase x).re = x := by simp [phase]
  have him : (phase x).im = √(1 - x ^ 2) := by simp [phase]
  have h : Complex.normSq (phase x) = 1 := by
    rw [Complex.normSq_apply, hre, him, Real.mul_self_sqrt h0]
    ring
  rw [Complex.normSq_eq_norm_sq] at h
  exact (pow_eq_one_iff_of_nonneg (norm_nonneg _) two_ne_zero).mp h

/-- The number `phase x` and its complex conjugate add up to `2x`. -/
private theorem phase_add_star (x : ℝ) : phase x + star (phase x) = 2 * (x : ℂ) := by
  have hre : (phase x).re = x := by simp [phase]
  calc phase x + star (phase x) = ((2 * (phase x).re : ℝ) : ℂ) := Complex.add_conj _
    _ = 2 * (x : ℂ) := by rw [hre]; push_cast; ring

/-- A Hermitian matrix `A` with all eigenvalues in `[-1, 1]` is `(U + U†)/2`, where
`U = A + i √(1 - A²)` is unitary. -/
theorem hermitian_eq_half_sum (hA : A.IsHermitian) (h : ∀ i, |hA.eigenvalues i| ≤ 1) :
    lcuUnitary hA ∈ unitaryGroup n ℂ ∧
      A = (1 / 2 : ℂ) • (lcuUnitary hA + (lcuUnitary hA)ᴴ) := by
  have hU : lcuUnitary hA = spectralFn hA phase := by
    have e := spectralFn_linear hA (h := phase) (f := fun x => (x : ℂ))
      (g := fun x => ((√(1 - x ^ 2) : ℝ) : ℂ)) (a := 1) (b := Complex.I)
      (fun i => by simp [phase])
    rw [e, spectralFn_id, one_smul, lcuUnitary]
  rw [hU]
  refine ⟨spectralFn_unitary hA fun i => norm_phase (h i), ?_⟩
  rw [spectralFn_adjoint, smul_add]
  refine (spectralFn_id hA).symm.trans (spectralFn_linear hA fun i => ?_)
  linear_combination (-1 / 2 : ℂ) * phase_add_star (hA.eigenvalues i)

/-- For `r ≥ 0`, a Hermitian matrix has all eigenvalues in `[-r, r]` exactly when it is
`(r/2)(U + U†)` for some unitary `U`. -/
theorem eigenvalues_bounded_iff (hA : A.IsHermitian) {r : ℝ} (hr : 0 ≤ r) :
    (∀ i, |hA.eigenvalues i| ≤ r) ↔
      ∃ U ∈ unitaryGroup n ℂ, A = (r / 2 : ℂ) • (U + Uᴴ) := by
  constructor
  · intro h
    refine ⟨spectralFn hA (fun x => phase (x / r)), spectralFn_unitary hA fun i => ?_, ?_⟩
    · apply norm_phase
      rw [abs_div, abs_of_nonneg hr]
      exact div_le_one_of_le₀ (h i) hr
    · rw [spectralFn_adjoint, smul_add]
      refine (spectralFn_id hA).symm.trans (spectralFn_linear hA fun i => ?_)
      have hx : r * (hA.eigenvalues i / r) = hA.eigenvalues i := by
        rcases hr.eq_or_lt with h0 | h0
        · have hi := h i
          rw [← h0] at hi
          rw [abs_nonpos_iff.mp hi]
          simp
        · field_simp
      have hc : (r : ℂ) * ((hA.eigenvalues i / r : ℝ) : ℂ) = (hA.eigenvalues i : ℂ) := by
        exact_mod_cast hx
      linear_combination (-r / 2 : ℂ) * phase_add_star (hA.eigenvalues i / r) - hc
  · rintro ⟨U, hU, hAU⟩ i
    -- in the eigenbasis, eigenvalues are diagonal entries
    obtain ⟨V, hV, hD⟩ : ∃ V ∈ unitaryGroup n ℂ,
        Vᴴ * A * V = diagonal (fun i => (hA.eigenvalues i : ℂ)) := by
      refine ⟨V[hA], hA.eigenvectorUnitary.2, ?_⟩
      have h1 : V[hA]ᴴ * V[hA] = 1 := mem_unitaryGroup_iff'.mp hA.eigenvectorUnitary.2
      calc _ = V[hA]ᴴ * spectralFn hA (fun x => (x : ℂ)) * V[hA] := by rw [spectralFn_id]
        _ = (V[hA]ᴴ * V[hA]) * diagonal (fun i => (hA.eigenvalues i : ℂ)) *
            (V[hA]ᴴ * V[hA]) := by simp only [spectralFn, Matrix.mul_assoc]
        _ = _ := by rw [h1, Matrix.one_mul, Matrix.mul_one]
    have e : Vᴴ * A * V = (r / 2 : ℂ) • (Vᴴ * U * V + (Vᴴ * U * V)ᴴ) := by
      rw [hAU]
      simp only [conjTranspose_mul, conjTranspose_conjTranspose, Matrix.mul_smul,
        Matrix.smul_mul, Matrix.mul_add, Matrix.add_mul, Matrix.mul_assoc]
    -- entries of a unitary matrix have modulus at most one
    have hw := entry_norm_bound_of_unitary (mul_mem (mul_mem (adjoint_mem hV) hU) hV) i i
    have h2 := congrFun (congrFun (hD.symm.trans e) i) i
    rw [diagonal_apply_eq, Matrix.smul_apply, Matrix.add_apply, conjTranspose_apply,
      smul_eq_mul] at h2
    generalize (Vᴴ * U * V) i i = w at hw h2
    have hs : w + star w = ((2 * w.re : ℝ) : ℂ) := Complex.add_conj w
    rw [hs] at h2
    have h3 : hA.eigenvalues i = r / 2 * (2 * w.re) := by exact_mod_cast h2
    have h4 : hA.eigenvalues i = r * w.re := by rw [h3]; ring
    rw [h4, abs_mul, abs_of_nonneg hr]
    exact mul_le_of_le_one_right hr ((Complex.abs_re_le_norm w).trans hw)

/-- Every complex square matrix is `(r/2)(U + U† + i(V + V†))` with `U`, `V` unitary and
`r ≥ 0`. -/
theorem matrix_eq_two_unitaries_and_adjoints (M : Matrix n n ℂ) :
    ∃ r : ℝ, 0 ≤ r ∧ ∃ U ∈ unitaryGroup n ℂ, ∃ V ∈ unitaryGroup n ℂ,
      M = (r / 2 : ℂ) • (U + Uᴴ + Complex.I • (V + Vᴴ)) := by
  -- the Hermitian matrices `H` and `K` with `M = H + iK`
  have hH : ((1 / 2 : ℂ) • (M + Mᴴ)).IsHermitian := by
    have hs : star (1 / 2 : ℂ) = 1 / 2 := by simp
    unfold Matrix.IsHermitian
    rw [conjTranspose_smul, conjTranspose_add, conjTranspose_conjTranspose, hs, add_comm]
  have hK : ((-Complex.I / 2) • (M - Mᴴ)).IsHermitian := by
    have hs : star (-Complex.I / 2) = Complex.I / 2 := by simp
    unfold Matrix.IsHermitian
    rw [conjTranspose_smul, conjTranspose_sub, conjTranspose_conjTranspose, hs]
    module
  -- one scale that bounds both spectra
  have p (f : n → ℝ) : 0 ≤ ∑ j, |f j| := Finset.sum_nonneg fun j _ => abs_nonneg _
  have b (f : n → ℝ) (i : n) : |f i| ≤ ∑ j, |f j| :=
    Finset.single_le_sum (f := fun j => |f j|) (fun j _ => abs_nonneg _) (Finset.mem_univ i)
  obtain ⟨r, hr, h1, h2⟩ : ∃ r : ℝ, 0 ≤ r ∧ (∀ i, |hH.eigenvalues i| ≤ r) ∧
      ∀ i, |hK.eigenvalues i| ≤ r :=
    ⟨_, add_nonneg (p hH.eigenvalues) (p hK.eigenvalues),
      fun i => by linarith [b hH.eigenvalues i, p hK.eigenvalues],
      fun i => by linarith [b hK.eigenvalues i, p hH.eigenvalues]⟩
  obtain ⟨U, hU, eU⟩ := (eigenvalues_bounded_iff hH hr).mp h1
  obtain ⟨V, hV, eV⟩ := (eigenvalues_bounded_iff hK hr).mp h2
  refine ⟨r, hr, U, hU, V, hV, ?_⟩
  have hI : Complex.I * (-Complex.I / 2) = 1 / 2 := by
    linear_combination (-1 / 2 : ℂ) * Complex.I_mul_I
  calc M = (1 / 2 : ℂ) • (M + Mᴴ) + Complex.I • ((-Complex.I / 2) • (M - Mᴴ)) := by
        rw [smul_smul, hI]
        module
    _ = _ := by
        rw [eU, eV]
        module

/-- Every complex square matrix is a complex linear combination of four unitary matrices. -/
theorem matrix_eq_sum_four_unitaries (M : Matrix n n ℂ) :
    ∃ (c : Fin 4 → ℂ) (W : Fin 4 → Matrix n n ℂ),
      (∀ k, W k ∈ unitaryGroup n ℂ) ∧ M = ∑ k, c k • W k := by
  obtain ⟨r, -, U, hU, V, hV, e⟩ := matrix_eq_two_unitaries_and_adjoints M
  refine ⟨![r / 2, r / 2, r / 2 * Complex.I, r / 2 * Complex.I], ![U, Uᴴ, V, Vᴴ], ?_, ?_⟩
  · intro k
    fin_cases k
    exacts [hU, adjoint_mem hU, hV, adjoint_mem hV]
  · rw [Fin.sum_univ_four]
    change M = (r / 2 : ℂ) • U + (r / 2 : ℂ) • Uᴴ + (r / 2 * Complex.I) • V +
      (r / 2 * Complex.I) • Vᴴ
    rw [e]
    module

end

end LinearCombinationOfUnitaries
```

```lean
#print axioms LinearCombinationOfUnitaries.hermitian_eq_half_sum
-- 'LinearCombinationOfUnitaries.hermitian_eq_half_sum' depends on axioms: [propext, Classical.choice, Quot.sound]
#print axioms LinearCombinationOfUnitaries.matrix_eq_sum_four_unitaries
-- 'LinearCombinationOfUnitaries.matrix_eq_sum_four_unitaries' depends on axioms: [propext, Classical.choice, Quot.sound]
```

## From eigenvalue identities to matrix identities

The definition `spectralFn` is \(f(A)\), with `V[hA]` for \(V_A\), and `phase` is \(\varphi\). Four lemmas carry the calculus. `spectralFn_id` is Mathlib's spectral theorem, and `spectralFn_linear` transfers a linear relation from the eigenvalues to the matrices. `spectralFn_adjoint` handles complex conjugation, and `spectralFn_unitary` writes \(f(A)\) as a product of three unitaries. The two facts about \(\varphi\) are `norm_phase` and `phase_add_star`.

In `hermitian_eq_half_sum`, the first step `hU` identifies \(A+i\sqrt{1-A^2}\) with \(\varphi(A)\), using the coefficients \(1\) and \(i\) in `spectralFn_linear`. Unitarity then follows from `norm_phase`. For the decomposition, `spectralFn_linear` reduces the matrix equation to \(\lambda_i=\tfrac12\varphi(\lambda_i)+\tfrac12\overline{\varphi(\lambda_i)}\), which `linear_combination` derives from `phase_add_star`.

The forward half of `eigenvalues_bounded_iff` repeats this with \(x/r\). The case \(r=0\) needs no separate unitary: Lean sets \(x/0=0\), so the formula gives \(U=i\,1\), for which \(U+U^\dagger=0\).

In the reverse half, `hD` says that \(V_A^\dagger AV_A\) is the diagonal matrix of eigenvalues, and `e` writes the same matrix in terms of \(V_A^\dagger UV_A\). Comparing diagonal entries gives `h4`, which is \(\lambda_i=r\,\mathrm{Re}\,w\). The bound \(|w|\le1\) is Mathlib's `entry_norm_bound_of_unitary`.

For a general matrix, `hH` and `hK` show that \(H\) and \(K\) are Hermitian. The common bound \(r\) comes from the fact that one term of a sum of non-negative numbers is at most the whole sum. The equivalence is applied once to each part, and the closing `calc` reassembles \(M=H+iK\). The last theorem lists the four coefficients and unitaries explicitly; `adjoint_mem` supplies the unitarity of \(U^\dagger\) and \(V^\dagger\).
